# Unique steady state and turnover of a single-loop catalytic cycle with Arrhenius rates

## Why can the highest single-step barrier give the wrong turnover?

If I read the turnover of a catalytic cycle off its highest single-step barrier, I can be wrong by a factor of more than fifty. Take two states, with energies in units of $k_BT$. State 0 lies at 0, the next transition state at 10, state 1 at 5 and the second transition state at 14. The cycle then returns to state 0 with its energy lowered by 20. The two forward barriers are 10 and 9, so I would guess a turnover of $e^{-10}$ in units of the common prefactor. Solving the rate equations gives about 56 times less.

I know there is a formula that sums over all pairs of transition states and states, with the reaction energy added for some pairs. Which pairs get it, and why? And does the formula still single out one steady state at equilibrium, where the flux vanishes and I can't divide by it?

## Every transition state counts against every state

In your example, state 1 faces a barrier of 9 forwards but only 5 backwards, so it mostly returns to state 0. The relevant climb is from state 0 to the second transition state, which is 14. The general formula follows from the rate equations, and equilibrium needs no separate treatment.

**Rates and fluxes.** Let the states be $0,\dots,n$, with energies $I_j$ and populations $p_j$. Let $T_i$ be the energy of the transition state after state $i$, on the same scale, and $D$ the reaction energy per turn. With unit prefactor, the net flux through step $i<n$ is
$$J_i=e^{-(T_i-I_i)}p_i-e^{-(T_i-I_{i+1})}p_{i+1}.$$
The last step leads to state 0 with energy $I_0+D$. Write $a_j=e^{I_j}p_j$. Multiplying by $e^{T_i}$ gives
$$e^{T_i}J_i=a_i-a_{i+1}\quad(i<n),\qquad e^{T_n}J_n=a_n-e^D a_0.$$

In a steady state every $J_i$ equals one value $J$. Adding all the equations cancels the intermediate $a_j$:
$$J\sum_i e^{T_i}=(1-e^D)\,a_0. \tag{1}$$

**A trial solution.** Define
$$w_j=\sum_i e^{T_i-I_j+d_{ij}},\qquad d_{ij}=\begin{cases}D& i<j\\0& i\ge j.\end{cases}$$
The shift has a simple reading: if transition state $i$ comes before state $j$, a system that moves forward from state $j$ meets it only in the next turn, where all energies are shifted by $D$.

Put $b_j=e^{I_j}w_j=\sum_{i<j}e^{T_i+D}+\sum_{i\ge j}e^{T_i}$. Going from $b_i$ to $b_{i+1}$ changes only the term of $T_i$, so
$$b_i-b_{i+1}=e^{T_i}(1-e^D)\quad(i<n).$$
For the last step, $b_0=\sum_i e^{T_i}$, and every term except that of $T_n$ cancels in
$$b_n-e^Db_0=e^{T_n}(1-e^D).$$
Taken as populations, the $w_j$ therefore carry the flux $1-e^D$ through every step.

**There is no other solution.** For any steady state, $a_jb_0=a_0b_j$. This is trivial for $j=0$. If it holds for $j<n$, then by (1)
$$a_{j+1}b_0=a_jb_0-e^{T_j}Jb_0=a_0b_j-e^{T_j}(1-e^D)a_0=a_0b_{j+1}.$$
Nothing was divided by $J$ or $1-e^D$, so $D=0$ is included. Cancelling the exponentials of the state energies gives $p_jw_0=p_0w_j$. Summing over $j$ with $\sum_jp_j=1$ gives $w_0=p_0W$, where $W=\sum_jw_j>0$. Hence $p_j=w_j/W$. Conversely, these populations are normalized and steady, and since the flux is linear in the populations,
$$J=\frac{1-e^D}{\sum_{i,j}e^{T_i-I_j+d_{ij}}}.$$

The denominator is positive, so $J>0$ exactly when $D<0$. If $s$ is the largest exponent among the $(n+1)^2$ terms, then $e^s\le W\le(n+1)^2e^s$. For $D\le0$ this gives
$$\frac{1-e^D}{(n+1)^2e^s}\le J\le\frac{1-e^D}{e^s}.$$

Here is the same argument in Lean.

```lean
import Mathlib

open Finset Real

namespace EnergeticSpan

noncomputable section

/-- A catalytic cycle of `n + 1` states with state energies `I`, transition-state energies `T`
(`T i` lies after state `i`) and reaction energy `D` per turn, all in thermal units. -/
structure Cycle (n : ℕ) where
  I : Fin (n + 1) → ℝ
  T : Fin (n + 1) → ℝ
  D : ℝ

namespace Cycle

variable {n : ℕ} (c : Cycle n)

/-- Arrhenius rate of the forward step from state `i`, with unit prefactor. -/
def forward (i : Fin (n + 1)) : ℝ := exp (-(c.T i - c.I i))

/-- Arrhenius rate of the reverse step back to state `i`, with unit prefactor. After the last
step the cycle is back at state `0`, with its energy shifted by `D`. -/
def backward (i : Fin (n + 1)) : ℝ :=
  exp (-(c.T i - (c.I (i + 1) + if i = Fin.last n then c.D else 0)))

/-- Net flux from state `i` to the next state at populations `p`. -/
def flux (p : Fin (n + 1) → ℝ) (i : Fin (n + 1)) : ℝ :=
  c.forward i * p i - c.backward i * p (i + 1)

/-- A normalized steady state: the net flux into each state equals the net flux out of it,
and the populations sum to one. -/
def IsSteady (p : Fin (n + 1) → ℝ) : Prop :=
  (∀ i, c.flux p i = c.flux p (i + 1)) ∧ ∑ j, p j = 1

/-- Energy span between transition state `i` and state `j`, shifted by the reaction energy
if the transition state precedes the state in the cycle. -/
def span (i j : Fin (n + 1)) : ℝ := c.T i - c.I j + if i < j then c.D else 0

/-- Weight of state `j`: the sum of the exponentials of its energy spans to all transition states.
-/
def weight (j : Fin (n + 1)) : ℝ := ∑ i, exp (c.span i j)

/-- Multiplied by `exp (T i)`, the flux through step `i` is the exponential of the state energy
times the population at state `i`, minus the same product at the next state. After the last step,
the energy of the next state, state `0`, is shifted by `D`. -/
theorem exp_mul_flux (p : Fin (n + 1) → ℝ) (i : Fin (n + 1)) :
    exp (c.T i) * c.flux p i = exp (c.I i) * p i
      - exp (c.I (i + 1) + if i = Fin.last n then c.D else 0) * p (i + 1) := by
  have h (a : ℝ) : exp (c.T i) * exp (-(c.T i - a)) = exp a := by
    rw [← exp_add]
    congr 1
    ring
  unfold flux forward backward
  linear_combination p i * h (c.I i)
    - p (i + 1) * h (c.I (i + 1) + if i = Fin.last n then c.D else 0)

private theorem flux_step (p : Fin (n + 1) → ℝ) (i : Fin n) :
    exp (c.T i.castSucc) * c.flux p i.castSucc
      = exp (c.I i.castSucc) * p i.castSucc - exp (c.I i.succ) * p i.succ := by
  have h := c.exp_mul_flux p i.castSucc
  rwa [Fin.coeSucc_eq_succ, if_neg (Fin.castSucc_lt_last i).ne, add_zero] at h

private theorem flux_last (p : Fin (n + 1) → ℝ) :
    exp (c.T (Fin.last n)) * c.flux p (Fin.last n)
      = exp (c.I (Fin.last n)) * p (Fin.last n) - exp c.D * (exp (c.I 0) * p 0) := by
  have h := c.exp_mul_flux p (Fin.last n)
  rw [Fin.last_add_one, if_pos rfl, exp_add] at h
  linear_combination h

private theorem exp_mul_weight (j : Fin (n + 1)) :
    exp (c.I j) * c.weight j = ∑ i, exp (c.T i) * (if i < j then exp c.D else 1) := by
  unfold weight span
  rw [mul_sum]
  refine sum_congr rfl fun i _ => ?_
  split_ifs
  · rw [← exp_add, ← exp_add]
    congr 1
    ring
  · rw [mul_one, ← exp_add]
    congr 1
    ring

private theorem weight_pos (j : Fin (n + 1)) : 0 < c.weight j :=
  sum_pos (fun _ _ => exp_pos _) univ_nonempty

/-- The weights, taken as populations, carry the same flux `1 - exp D` through every step. -/
theorem flux_weight (i : Fin (n + 1)) : c.flux c.weight i = 1 - exp c.D := by
  apply mul_left_cancel₀ (exp_ne_zero (c.T i))
  cases i using Fin.lastCases with
  | last =>
    rw [flux_last, exp_mul_weight, exp_mul_weight, mul_sum, ← sum_sub_distrib,
      sum_eq_single (Fin.last n)]
    · rw [if_neg (lt_irrefl _), if_neg (not_lt_of_ge (Fin.zero_le _))]
      ring
    · intro k _ hk
      rw [if_pos (lt_of_le_of_ne (Fin.le_last k) hk), if_neg (not_lt_of_ge (Fin.zero_le _))]
      ring
    · exact fun h => absurd (mem_univ _) h
  | cast i =>
    have h1 : i.castSucc.val = i.val := rfl
    have h2 : i.succ.val = i.val + 1 := rfl
    -- multiplied by the exponentials of their state energies, neighbouring weights differ only
    -- in the term of the transition state between them
    rw [flux_step, exp_mul_weight, exp_mul_weight, ← sum_sub_distrib,
      sum_eq_single i.castSucc]
    · have h : i.castSucc < i.succ := by
        rw [Fin.lt_def]
        omega
      rw [if_neg (lt_irrefl _), if_pos h]
      ring
    · intro k _ hk
      have h3 : k.val ≠ i.castSucc.val := fun h => hk (Fin.ext h)
      have e : k < i.succ ↔ k < i.castSucc := by
        rw [Fin.lt_def, Fin.lt_def]
        omega
      by_cases h : k < i.castSucc
      · rw [if_pos h, if_pos (e.2 h), sub_self]
      · rw [if_neg h, if_neg (fun h' => h (e.1 h')), sub_self]
    · exact fun h => absurd (mem_univ _) h

/-- If every step carries the same flux `J`, then `J` times the sum of the exponentials of the
transition-state energies is `(1 - exp D) * (exp (I 0) * p 0)`. -/
theorem sum_around_cycle {p : Fin (n + 1) → ℝ} {J : ℝ} (hJ : ∀ i, c.flux p i = J) :
    (∑ i, exp (c.T i)) * J = (1 - exp c.D) * (exp (c.I 0) * p 0) := by
  have h1 (i : Fin n) : exp (c.T i.castSucc) * J
      = exp (c.I i.castSucc) * p i.castSucc - exp (c.I i.succ) * p i.succ := by
    have h := c.flux_step p i
    rwa [hJ] at h
  have h2 := c.flux_last p
  rw [hJ] at h2
  have h3 : ∑ i : Fin n, exp (c.I i.castSucc) * p i.castSucc
      + exp (c.I (Fin.last n)) * p (Fin.last n)
      = exp (c.I 0) * p 0 + ∑ i : Fin n, exp (c.I i.succ) * p i.succ :=
    (Fin.sum_univ_castSucc (fun j => exp (c.I j) * p j)).symm.trans
      (Fin.sum_univ_succ (fun j => exp (c.I j) * p j))
  rw [Fin.sum_univ_castSucc, add_mul, sum_mul, sum_congr rfl (fun i _ => h1 i),
    sum_sub_distrib, h2]
  linear_combination h3

private theorem proportional {p : Fin (n + 1) → ℝ}
    (h : ∀ i, c.flux p i = c.flux p (i + 1)) (j : Fin (n + 1)) :
    p j * c.weight 0 = p 0 * c.weight j := by
  have hJ (i : Fin (n + 1)) : c.flux p i = c.flux p 0 := by
    induction i using Fin.induction with
    | zero => rfl
    | succ i ih => rw [← Fin.coeSucc_eq_succ, ← h i.castSucc, ih]
  have rel := c.sum_around_cycle hJ
  have h0 : exp (c.I 0) * c.weight 0 = ∑ i, exp (c.T i) := by
    rw [exp_mul_weight]
    refine sum_congr rfl fun i _ => ?_
    rw [if_neg (not_lt_of_ge (Fin.zero_le i)), mul_one]
  rw [← h0] at rel
  -- compare `p` with the weights from state to state, by induction
  have key : exp (c.I j) * p j * (exp (c.I 0) * c.weight 0)
      = exp (c.I 0) * p 0 * (exp (c.I j) * c.weight j) := by
    induction j using Fin.induction with
    | zero => ring
    | succ i ih =>
      have hp := c.flux_step p i
      have hw := c.flux_step c.weight i
      rw [hJ] at hp
      rw [flux_weight] at hw
      linear_combination ih + exp (c.I 0) * c.weight 0 * hp
        - exp (c.I 0) * p 0 * hw - exp (c.T i.castSucc) * rel
  apply mul_left_cancel₀ (mul_ne_zero (exp_ne_zero (c.I j)) (exp_ne_zero (c.I 0)))
  linear_combination key

private theorem flux_normalized {p : Fin (n + 1) → ℝ}
    (hp : ∀ j, p j = c.weight j / ∑ k, c.weight k) (i : Fin (n + 1)) :
    c.flux p i = (1 - exp c.D) / ∑ k, c.weight k := by
  rw [← c.flux_weight i]
  unfold flux
  rw [hp, hp]
  ring

/-- Populations form a normalized steady state exactly when they are the normalized weights. -/
theorem isSteady_iff (p : Fin (n + 1) → ℝ) :
    c.IsSteady p ↔ ∀ j, p j = c.weight j / ∑ k, c.weight k := by
  have hS : (∑ k, c.weight k) ≠ 0 :=
    (sum_pos (fun k _ => c.weight_pos k) univ_nonempty).ne'
  constructor
  · intro h j
    have hs := sum_congr rfl (fun k (_ : k ∈ univ) => c.proportional h.1 k)
    rw [← sum_mul, ← mul_sum, h.2, one_mul] at hs
    rw [eq_div_iff hS]
    apply mul_left_cancel₀ (c.weight_pos 0).ne'
    linear_combination (∑ k, c.weight k) * c.proportional h.1 j - c.weight j * hs
  · intro hp
    refine ⟨fun i => by rw [c.flux_normalized hp, c.flux_normalized hp], ?_⟩
    rw [sum_congr rfl (fun j _ => hp j), ← sum_div, div_self hS]

/-- The cycle has exactly one normalized steady state, and there the net flux through every step
is `1 - exp D` divided by the sum of the exponentials of all energy spans. -/
theorem turnover_formula :
    (∃! p, c.IsSteady p) ∧ ∀ p, c.IsSteady p → ∀ i,
      c.flux p i = (1 - exp c.D) / ∑ k, ∑ j, exp (c.span k j) := by
  refine ⟨⟨fun j => c.weight j / ∑ k, c.weight k, (c.isSteady_iff _).2 fun _ => rfl,
    fun q hq => funext ((c.isSteady_iff q).1 hq)⟩, fun p hp i => ?_⟩
  have hS : ∑ j, c.weight j = ∑ k, ∑ j, exp (c.span k j) := sum_comm
  rw [c.flux_normalized ((c.isSteady_iff p).1 hp), hS]

/-- In the normalized steady state the cycle turns forward exactly when the reaction energy
is negative. -/
theorem turnover_pos_iff {p : Fin (n + 1) → ℝ} (hp : c.IsSteady p) (i : Fin (n + 1)) :
    0 < c.flux p i ↔ c.D < 0 := by
  have hS : 0 < ∑ k, c.weight k := sum_pos (fun k _ => c.weight_pos k) univ_nonempty
  rw [c.flux_normalized ((c.isSteady_iff p).1 hp), div_pos_iff_of_pos_right hS,
    sub_pos, ← exp_zero, exp_lt_exp]

/-- For a reaction energy `D` that is not positive, the steady flux through every step is at most
`1 - exp D` divided by the exponential of the largest energy span, and at least that quotient
divided by the squared number of states. -/
theorem energetic_span_bounds (hD : c.D ≤ 0) {p : Fin (n + 1) → ℝ} (hp : c.IsSteady p)
    {a b : Fin (n + 1)} (hmax : ∀ k j, c.span k j ≤ c.span a b) (i : Fin (n + 1)) :
    (1 - exp c.D) / (((n : ℝ) + 1) ^ 2 * exp (c.span a b)) ≤ c.flux p i ∧
      c.flux p i ≤ (1 - exp c.D) / exp (c.span a b) := by
  have hnum : 0 ≤ 1 - exp c.D := by
    have h := exp_le_exp.2 hD
    rw [exp_zero] at h
    linarith
  -- the sum lies between its largest term and the number of terms times that term
  have hlow : exp (c.span a b) ≤ ∑ k, ∑ j, exp (c.span k j) :=
    (single_le_sum (f := fun j => exp (c.span a j))
      (fun _ _ => (exp_pos _).le) (mem_univ b)).trans
    (single_le_sum (f := fun k => ∑ j, exp (c.span k j))
      (fun _ _ => sum_nonneg fun _ _ => (exp_pos _).le) (mem_univ a))
  have hupp : ∑ k, ∑ j, exp (c.span k j) ≤ ((n : ℝ) + 1) ^ 2 * exp (c.span a b) := by
    calc ∑ k, ∑ j, exp (c.span k j)
        ≤ ∑ _k : Fin (n + 1), ∑ _j : Fin (n + 1), exp (c.span a b) :=
          sum_le_sum fun k _ => sum_le_sum fun j _ => exp_le_exp.2 (hmax k j)
      _ = ((n : ℝ) + 1) ^ 2 * exp (c.span a b) := by
          simp only [sum_const, card_univ, Fintype.card_fin, nsmul_eq_mul,
            Nat.cast_add, Nat.cast_one]
          ring
  rw [c.turnover_formula.2 p hp i]
  exact ⟨div_le_div_of_nonneg_left hnum ((exp_pos _).trans_le hlow) hupp,
    div_le_div_of_nonneg_left hnum (exp_pos _) hlow⟩

end Cycle

end

end EnergeticSpan
```

```lean
#print axioms EnergeticSpan.Cycle.turnover_pos_iff
#print axioms EnergeticSpan.Cycle.energetic_span_bounds
```

```
'EnergeticSpan.Cycle.turnover_pos_iff' depends on axioms: [propext, Classical.choice, Quot.sound]
'EnergeticSpan.Cycle.energetic_span_bounds' depends on axioms: [propext, Classical.choice, Quot.sound]
```

**What the theorems say.** A `Cycle n` has `n + 1` states, and its real-valued data `I`, `T` and `D` are the energies above. Note that `T i` is an energy level and not a barrier height. Addition in `Fin (n + 1)` wraps around, so the successor of the last state is state 0, and the `if` in `backward` adds `D` at that one place. The case `n = 0`, a single state that turns into itself, is allowed.

`IsSteady p` says that the net flux into each state equals the net flux out of it, and that the populations sum to one. It doesn't require them to be positive; that follows from the solution. `turnover_formula` states that exactly one such `p` exists and gives its flux through every step `i`. In its double sum, `k` labels the transition state and `j` the state. The file's `span` is defined for every such pair, whereas "energetic span" usually means the dominant one. That usual approximation, in which one span sets the rate, appears here as the two bounds in `energetic_span_bounds`. You may also meet the formula with numerator $e^{-D}-1$, which results from multiplying numerator and denominator by $e^{-D}$.

The unit prefactor stands for a common frequency factor, by which the flux must be multiplied. In transition-state theory this factor is $k_BT/h$, and the energies are free energies. The step to a real catalyst is the assumption that its kinetics reduce to one unbranched loop of such first-order steps, with fixed reactant and product concentrations absorbed into the energies. Within that restriction, the formula turns a free-energy profile from electronic-structure calculations into a turnover frequency.

**How Lean gets there.** `exp_mul_flux` turns fluxes into differences of the $a_j$, with the extra factor $e^D$ in the closing step. `flux_step` and `flux_last` separate ordinary steps from the closing one. `exp_mul_weight` computes $b_j$, and `flux_weight` finds the flux of the trial solution, using `sum_eq_single` to keep the one term that survives. `sum_around_cycle` is equation (1): it splits the sum of the $a_j$ once at its last term and once at its first, and compares the two.

`proportional` first shows by induction that all fluxes agree, then carries out the induction on $a_jb_0=a_0b_j$. `isSteady_iff` adds the normalization and proves both directions. `turnover_formula` reads off existence, uniqueness and the flux, with `sum_comm` exchanging the two sums. `turnover_pos_iff` gives the sign, and `energetic_span_bounds` compares the double sum with its largest term.

**The induction step as one linear combination.** The tactic `linear_combination` takes a list of known equations with coefficients and checks, by ring algebra, that they add up to the goal. In `proportional`, the equations are the induction hypothesis `ih`, the step equation `hp` for $p$, the step equation `hw` for the weights, and `rel`, which is (1). Their coefficients are $1$, $b_0$, $-a_0$ and $-e^{T_i}$. The products containing $J$ cancel, as do those containing $1-e^D$, and what remains is $a_{i+1}b_0=a_0b_{i+1}$. Since the tactic only multiplies and adds, a vanishing flux causes no trouble.

**Bounds for an uphill reaction.** Without the hypothesis `hD`, that is $D\le0$, both bounds can fail. Take two states with all $I_j=0$, all $T_i=\ln4$ and $D=\ln2$. The four exponentials are $4,8,4,4$, so $J=-1/20$. The largest one is 8, and the bounds would read $-1/32\le-1/20\le-1/8$. Both inequalities are false, because dividing a negative numerator by a larger number raises the quotient. The turnover formula itself holds for either sign of $D$.
